# How the shares of the nodeless π orbital fix the Boys sum in a three-orbital ring model

Three real orthonormal orbitals are built from a nodeless π orbital and a degenerate pair by an orthogonal matrix `U`, in a model where `x` and `y` each couple the nodeless orbital to one member of the pair with matrix element d, all other elements being zero. The theorem `boys_deficit` says that the Boys sum, the sum of the squared distances of the orbital centroids from the ring centre, equals 8d²/3 minus 4d² ∑ (u_i² − 1/3)², where u_i is the coefficient of the nodeless orbital in orbital i. The proof takes from `U * Uᵀ = 1` that each row of `U` is normalised, and from the reversed product that the first column is too. It then writes out the centroids and combines these four equations with `linear_combination`.

The failing Lean file:

```lean
import Mathlib

open Matrix

namespace BoysDeficit

noncomputable section

/-- The position operator `x` in the basis of the nodeless π orbital (index 0) and the
degenerate pair (indices 1 and 2); `d` is its matrix element between orbitals 0 and 1. -/
def positionX (d : ℝ) : Matrix (Fin 3) (Fin 3) ℝ := !![0, d, 0; d, 0, 0; 0, 0, 0]

/-- The position operator `y` in the same basis; `d` is its matrix element between
orbitals 0 and 2. -/
def positionY (d : ℝ) : Matrix (Fin 3) (Fin 3) ℝ := !![0, 0, d; 0, 0, 0; d, 0, 0]

/-- The diagonal element of `x` for the orbital whose coefficients are row `i` of `U`; it is the
expectation value of `x` if that row is normalised. -/
def centroidX (d : ℝ) (U : Matrix (Fin 3) (Fin 3) ℝ) (i : Fin 3) : ℝ :=
  (U * positionX d * Uᵀ) i i

/-- The diagonal element of `y` for the orbital whose coefficients are row `i` of `U`; it is the
expectation value of `y` if that row is normalised. -/
def centroidY (d : ℝ) (U : Matrix (Fin 3) (Fin 3) ℝ) (i : Fin 3) : ℝ :=
  (U * positionY d * Uᵀ) i i

/-- The Boys sum: the squared distances of the three orbital centroids from the ring centre,
added up. -/
def boysSum (d : ℝ) (U : Matrix (Fin 3) (Fin 3) ℝ) : ℝ :=
  ∑ i, (centroidX d U i ^ 2 + centroidY d U i ^ 2)

/-- The `x` coordinate of the centroid of orbital `i` is `2 d u_i v_i`. -/
theorem centroidX_eq (d : ℝ) (U : Matrix (Fin 3) (Fin 3) ℝ) (i : Fin 3) :
    centroidX d U i = 2 * d * U i 0 * U i 1 := by
  simp [centroidX, positionX, Matrix.mul_apply, Fin.sum_univ_three]
  ring

/-- The `y` coordinate of the centroid of orbital `i` is `2 d u_i w_i`. -/
theorem centroidY_eq (d : ℝ) (U : Matrix (Fin 3) (Fin 3) ℝ) (i : Fin 3) :
    centroidY d U i = 2 * d * U i 0 * U i 2 := by
  simp [centroidY, positionY, Matrix.mul_apply, Fin.sum_univ_three]
  ring

/-- For an orthogonal matrix, the Boys sum falls short of `8d²/3` by exactly
`4d² ∑ (u_i² - 1/3)²`. -/
theorem boys_deficit (d : ℝ) (U : Matrix (Fin 3) (Fin 3) ℝ) (hU : U * Uᵀ = 1) :
    8 * d ^ 2 / 3 - boysSum d U = 4 * d ^ 2 * ∑ i, (U i 0 ^ 2 - 1 / 3) ^ 2 := by
  -- each localized orbital is normalised
  have hr : ∀ i, U i 0 ^ 2 + U i 1 ^ 2 + U i 2 ^ 2 = 1 := by
    intro i
    have h := congrFun (congrFun hU i) i
    simp only [Matrix.mul_apply, Matrix.transpose_apply, Fin.sum_univ_three,
      Matrix.one_apply_eq] at h
    linear_combination h
  -- the nodeless orbital is shared out completely
  have hc : U 0 0 ^ 2 + U 1 0 ^ 2 + U 2 0 ^ 2 = 1 := by
    have h := congrFun (congrFun (mul_eq_one_comm.mp hU) 0) 0
    simp only [Matrix.mul_apply, Matrix.transpose_apply, Fin.sum_univ_three,
      Matrix.one_apply_eq] at h
    linear_combination h
  simp only [boysSum, centroidX_eq, centroidY_eq, Fin.sum_univ_three]
  linear_combination (-(4 / 3) * d ^ 2) * hc - 4 * d ^ 2 * U 0 0 ^ 2 * hr 0
    - 4 * d ^ 2 * U 1 0 ^ 2 * hr 1 - 4 * d ^ 2 * U 2 0 ^ 2 * hr 2

end

end BoysDeficit
```

The compiler's answer:

```
Main.lean:57:23: error: Application type mismatch: The argument
  congrFun (mul_eq_one_comm.mp ?m.318) 0
has type
  (?m.315 * ?m.314) 0 = 1 0
but is expected to have type
  ?m.305 = ?m.306
in the application
  congrFun (congrFun (mul_eq_one_comm.mp ?m.318) 0)
```

What went wrong. The error is in the step that reads off the normalisation of the first column. `congrFun` turns an equality of functions into an equality of their values, and it is used twice here, once for the row and once for the column. This works on a matrix equation because a matrix is by definition a function of two indices.

Here, though, Lean checked the outer `congrFun` before it had used `hU`. The message shows this: `hU` is still the placeholder `?m.318`, and the factors of the product are unknown too. With nothing to say that these were matrices, Lean could not see `(?m.315 * ?m.314) 0 = 1 0` as an equality of functions, which the outer `congrFun` needs.

The repair first states the reversed product as `hU' : Uᵀ * U = 1`, still proved by `mul_eq_one_comm.mp hU`. Both `congrFun` steps then start from an equation whose matrices are known, as the one for the rows already did with `hU`. The mathematics is unchanged.

Fix (accepted with no message):

```diff
@@ -55,5 +55,6 @@
   -- the nodeless orbital is shared out completely
   have hc : U 0 0 ^ 2 + U 1 0 ^ 2 + U 2 0 ^ 2 = 1 := by
-    have h := congrFun (congrFun (mul_eq_one_comm.mp hU) 0) 0
+    have hU' : Uᵀ * U = 1 := mul_eq_one_comm.mp hU
+    have h := congrFun (congrFun hU' 0) 0
     simp only [Matrix.mul_apply, Matrix.transpose_apply, Fin.sum_univ_three,
       Matrix.one_apply_eq] at h
```
